# Second-order Fröhlich polaron energy: $k^2-\alpha\arcsin(k)/k$ for $0<|k|<1$

## From an electron at rest to a moving one

Take an electron at rest, coupled to optical phonons that all have the same energy. In units $\hbar=2m=\omega=1$, with $m$ the band mass and $\omega$ the phonon frequency, emitting a phonon of wave number $q$ costs the recoil energy $q^2$ plus the phonon energy $1$. In a crystal of volume $V$ the squared Fröhlich coupling to one phonon is $4\pi\alpha/(Vq^2)$, and the factor $1/V$ cancels when the sum over phonons becomes $V\int d^3q/(2\pi)^3$. Here the dimensionless constant $\alpha$ measures how strongly the lattice polarisation acts on the electron. Second-order perturbation theory gives the energy

$$-\int\frac{d^3q}{(2\pi)^3}\,\frac{4\pi\alpha}{q^2}\,\frac{1}{1+q^2}
=-\frac{2\alpha}{\pi}\int_0^\infty\frac{dq}{1+q^2}=-\alpha .$$

The volume element cancels the $1/q^2$ of the coupling, and an arctangent remains.

Now let the electron have momentum $k$ with $|k|<1$, and let $\mu$ be the cosine of the angle between $k$ and the phonon momentum. The energy denominator becomes

$$(k^2-2kq\mu+q^2)+1-k^2=1+q^2-2kq\mu .$$

The azimuthal integral gives $2\pi$, and the prefactors combine to

$$\frac{2\pi q^2}{(2\pi)^3}\cdot\frac{4\pi\alpha}{q^2}=\frac{\alpha}{\pi}.$$

The shift is therefore $-\alpha I(k)$, with

$$I(k)=\frac1\pi\int_{-1}^{1}d\mu\int_0^\infty\frac{dq}{1+q^2-2kq\mu}.$$

**Order of integration.** Since $2kq\mu\le 2|k|q\le|k|(1+q^2)$, the denominator is at least $(1-|k|)(1+q^2)$. The integrand is thus dominated by an integrable function, and Fubini's theorem applies.

**Radial integral.** Put $a=k\mu$ and $s=\sqrt{1-a^2}$. Then $1+q^2-2aq=(q-a)^2+s^2$, so

$$\int_0^\infty\frac{dq}{1+q^2-2aq}
=\left[\frac1s\arctan\frac{q-a}{s}\right]_0^\infty
=\frac{\pi/2+\arctan(a/s)}{s}=\frac{\pi/2+\arcsin a}{\sqrt{1-a^2}} .$$

**Angular integral.** For $k\ne0$, the derivative of $\arcsin(k\mu)$ with respect to $\mu$ is $k/\sqrt{1-k^2\mu^2}$. Hence

$$I(k)=\frac1{\pi k}\left[\frac\pi2\arcsin(k\mu)+\frac12\arcsin^2(k\mu)\right]_{-1}^{1}=\frac{\arcsin k}{k}.$$

The square is even in $\mu$ and drops out. The energy is

$$E(k)=k^2-\alpha\,\frac{\arcsin k}{k}.$$

**Small momentum.** The quotient $\arcsin(k)/k$ tends to the derivative of $\arcsin$ at zero, which is $1$, so the shift tends to $-\alpha$. For the next order, redefine $s=\sqrt{1-k^2}$. L'Hôpital's rule turns $(\arcsin k-k)/k^3$ into

$$\frac{1/s-1}{3k^2}=\frac{1}{3s(1+s)}\to\frac16,$$

because $k^2=(1-s)(1+s)$. Therefore

$$\frac{E(k)-E(0)}{k^2}=1-\alpha\,\frac{\arcsin k-k}{k^3}\to1-\frac\alpha6 .$$

In these units this coefficient is the ratio of the band mass to the polaron mass, to second order in the coupling.

## The value at $k=1/2$, and the failure at $k=5/4$

At $k=1/2$ we have $\arcsin k=\pi/6$, so $I=\pi/3\approx1.0472$. With $\alpha=1$ the energy is $0.25-1.0472=-0.7972$. The quadratic approximation $-1+\tfrac56\cdot\tfrac14\approx-0.7917$ is already close.

At $k=5/4$ the denominator for forward emission, $\mu=1$, is $q^2-\tfrac52q+1=(q-\tfrac12)(q-2)$, which is negative for $\tfrac12<q<2$. For each such $q$ the denominator has a simple zero at some $\mu$ inside $(-1,1)$, and the integral of its absolute reciprocal over $\mu$ diverges. The double integral does not exist. Physically, the electron has enough energy to emit a real phonon.

## The model in Lean

```lean
import Mathlib

open Real MeasureTheory Set Filter Topology

namespace FroehlichPolaron

noncomputable section
```

The coupling is defined for real `α`; the physical case is $\alpha\ge0$.

```lean
/-- Squared Froehlich coupling to a phonon of wave number `q ≠ 0`, times the crystal volume. -/
def couplingSq (α q : ℝ) : ℝ := 4 * π * α / q ^ 2
```

The next definition keeps the three energies visible: the recoiling electron, the phonon, and the initial electron.

```lean
/-- Energy of the electron after emitting a phonon `q` at angle cosine `μ` to its momentum `k`,
plus the phonon energy `1`, minus the initial electron energy `k ^ 2`. -/
def excitationEnergy (k μ q : ℝ) : ℝ := (k ^ 2 - 2 * k * q * μ + q ^ 2) + 1 - k ^ 2
```

The shift is an integral over pairs `p`, with `p.1` the cosine $\mu$ and `p.2` the wave number $q$. The region is `Icc (-1 : ℝ) 1 ×ˢ Ioi (0 : ℝ)`, and the azimuthal angle is already integrated out.

```lean
/-- Second-order energy shift for `|k| < 1`: minus the squared coupling over the excitation energy,
integrated over phonon momenta in spherical coordinates `(μ, q)` about `k`. -/
def energyShift (α k : ℝ) : ℝ :=
  -∫ p in Icc (-1 : ℝ) 1 ×ˢ Ioi (0 : ℝ),
    2 * π * p.2 ^ 2 / (2 * π) ^ 3 * couplingSq α p.2 / excitationEnergy k p.1 p.2

/-- Polaron energy to second order for `|k| < 1`: free electron energy plus the shift. -/
def polaronEnergy (α k : ℝ) : ℝ := k ^ 2 + energyShift α k
```

These definitions take the second-order formula as their starting point; it is not derived from a Hamiltonian. They describe one electron in a parabolic band, one dispersionless phonon branch, zero temperature, infinite volume and no momentum cutoff. Lean assigns the value zero to an integral that does not exist, so `energyShift` has no physical meaning for $|k|>1$.

## The double integral

`radial_integral` is the arctangent step. The proof first rewrites `arcsin a` as an arctangent and abbreviates the square root to `s`. Then `hd` checks the antiderivative by completing the square, and `hl` gives its limit at infinity. Because the integrand is nonnegative, the fundamental theorem on the half-line also supplies convergence.

```lean
/-- The integral over phonon wave numbers at a fixed angle, where `a` with `|a| < 1` is the
electron momentum along the phonon direction. -/
theorem radial_integral {a : ℝ} (ha : |a| < 1) :
    ∫ q in Ioi (0 : ℝ), 1 / (1 + q ^ 2 - 2 * a * q) = (π / 2 + arcsin a) / √(1 - a ^ 2) := by
  obtain ⟨h1, h2⟩ := abs_lt.1 ha
  have hpos : 0 < 1 - a ^ 2 := by nlinarith
  have harc : arcsin a = arctan (a / √(1 - a ^ 2)) := Real.arcsin_eq_arctan ⟨h1, h2⟩
  have hs : 0 < √(1 - a ^ 2) := Real.sqrt_pos.2 hpos
  have hs2 : √(1 - a ^ 2) ^ 2 = 1 - a ^ 2 := Real.sq_sqrt hpos.le
  rw [harc]
  generalize √(1 - a ^ 2) = s at hs hs2 ⊢
  -- the antiderivative is an arctangent
  have hd : ∀ q ∈ Ici (0 : ℝ), HasDerivAt (fun q => arctan ((q - a) / s) / s)
      (1 / (1 + q ^ 2 - 2 * a * q)) q := by
    intro q _
    have e : 1 + q ^ 2 - 2 * a * q = s ^ 2 * (1 + ((q - a) / s) ^ 2) := by
      have : s ^ 2 * (1 + ((q - a) / s) ^ 2) = s ^ 2 + (q - a) ^ 2 := by field_simp
      rw [this]
      linear_combination -hs2
    have hD : 1 + ((q - a) / s) ^ 2 ≠ 0 := by positivity
    refine (((((hasDerivAt_id' q).sub_const a).div_const s).arctan).div_const s).congr_deriv ?_
    rw [e]
    generalize 1 + ((q - a) / s) ^ 2 = D at hD ⊢
    field_simp
  have ht : Tendsto (fun q : ℝ => (q - a) / s) atTop atTop :=
    Tendsto.atTop_div_const hs (by
      simpa only [sub_eq_add_neg, id_eq] using
        tendsto_atTop_add_const_right atTop (-a) tendsto_id)
  have hl : Tendsto (fun q => arctan ((q - a) / s) / s) atTop (𝓝 (π / 2 / s)) :=
    ((tendsto_arctan_atTop.mono_right nhdsWithin_le_nhds).comp ht).div_const s
  rw [integral_Ioi_of_hasDerivAt_of_nonneg' hd
    (fun q _ => div_nonneg zero_le_one (by nlinarith [sq_nonneg (q - a)])) hl,
    zero_sub, neg_div, arctan_neg]
  ring
```

`integrable_momentum` establishes the domination. The inequality `hD` is the lower bound on the denominator, and `Integrable.mono'` compares the integrand with the product of a constant in $\mu$ and $1/(1+q^2)$.

```lean
/-- For `|k| < 1` the integrand is integrable over all phonon wave numbers and angles. -/
theorem integrable_momentum {k : ℝ} (hk : |k| < 1) :
    IntegrableOn (fun p : ℝ × ℝ => 1 / (1 + p.2 ^ 2 - 2 * k * p.2 * p.1))
      (Icc (-1 : ℝ) 1 ×ˢ Ioi (0 : ℝ)) := by
  have hc : Integrable (fun _ : ℝ => (1 - |k|)⁻¹) (volume.restrict (Icc (-1 : ℝ) 1)) :=
    continuous_const.integrableOn_Icc
  have hq : Integrable (fun q : ℝ => (1 + q ^ 2)⁻¹) (volume.restrict (Ioi (0 : ℝ))) :=
    integrable_inv_one_add_sq.integrableOn
  have hb := hc.mul_prod hq
  rw [Measure.prod_restrict] at hb
  refine Integrable.mono' hb (by fun_prop : Measurable _).aestronglyMeasurable ?_
  filter_upwards [ae_restrict_mem (measurableSet_Icc.prod measurableSet_Ioi)] with p hp
  have hq0 : 0 < p.2 := hp.2
  have hm : k * p.1 ≤ |k| := (le_abs_self _).trans (by
    rw [abs_mul]
    exact mul_le_of_le_one_right (abs_nonneg k) (abs_le.2 hp.1))
  -- the denominator is at least (1 - |k|) (1 + q ^ 2)
  have hD : (1 - |k|) * (1 + p.2 ^ 2) ≤ 1 + p.2 ^ 2 - 2 * k * p.2 * p.1 := by
    nlinarith [mul_le_mul_of_nonneg_left hm hq0.le,
      mul_nonneg (abs_nonneg k) (sq_nonneg (p.2 - 1))]
  have h0 : 0 < (1 - |k|) * (1 + p.2 ^ 2) := mul_pos (by linarith) (by positivity)
  rw [Real.norm_of_nonneg (div_nonneg zero_le_one (h0.le.trans hD)), ← mul_inv, ← one_div]
  exact one_div_le_one_div_of_le h0 hD
```

With integrability available, `setIntegral_prod` applies Fubini's theorem. The inner integral is then `radial_integral` at $a=k\mu$, where $|k\mu|\le|k|<1$.

```lean
/-- For `|k| < 1` the integral over phonon momenta reduces to one over the emission angle. -/
theorem momentum_integral_eq_angular {k : ℝ} (hk : |k| < 1) :
    ∫ p in Icc (-1 : ℝ) 1 ×ˢ Ioi (0 : ℝ), 1 / (1 + p.2 ^ 2 - 2 * k * p.2 * p.1) =
      ∫ μ in (-1 : ℝ)..1, (π / 2 + arcsin (k * μ)) / √(1 - (k * μ) ^ 2) := by
  rw [Measure.volume_eq_prod, setIntegral_prod _ (integrable_momentum hk),
    intervalIntegral.integral_of_le (by norm_num), ← integral_Icc_eq_integral_Ioc]
  refine setIntegral_congr_fun measurableSet_Icc fun μ hμ => ?_
  have ha : |k * μ| < 1 := by
    rw [abs_mul]
    exact (mul_le_of_le_one_right (abs_nonneg k) (abs_le.2 hμ)).trans_lt hk
  change (∫ q in Ioi (0 : ℝ), 1 / (1 + q ^ 2 - 2 * k * q * μ)) =
    (π / 2 + arcsin (k * μ)) / √(1 - (k * μ) ^ 2)
  rw [← radial_integral ha]
  refine integral_congr_ae (ae_of_all _ fun q => ?_)
  change 1 / (1 + q ^ 2 - 2 * k * q * μ) = 1 / (1 + q ^ 2 - 2 * (k * μ) * q)
  rw [show 2 * k * q * μ = 2 * (k * μ) * q by ring]
```

`momentum_integral` states that $I(k)=\arcsin(k)/k$ for $|k|<1$ and $k\neq0$, including negative $k$. In its proof, `hd` differentiates the expression quadratic in $\arcsin(k\mu)$, and `hc` provides the continuity needed to integrate the derivative. Oddness of $\arcsin$ removes the squared term at the endpoints.

```lean
/-- For `0 < |k| < 1` the integral over phonon wave numbers and angles, divided by `π`,
is `arcsin k / k`. -/
theorem momentum_integral {k : ℝ} (hk : |k| < 1) (h0 : k ≠ 0) :
    1 / π * ∫ p in Icc (-1 : ℝ) 1 ×ˢ Ioi (0 : ℝ), 1 / (1 + p.2 ^ 2 - 2 * k * p.2 * p.1) =
      arcsin k / k := by
  have hb : ∀ μ ∈ uIcc (-1 : ℝ) 1, |k * μ| < 1 := by
    intro μ hμ
    rw [uIcc_of_le (by norm_num)] at hμ
    rw [abs_mul]
    exact (mul_le_of_le_one_right (abs_nonneg k) (abs_le.2 hμ)).trans_lt hk
  have hs : ∀ μ ∈ uIcc (-1 : ℝ) 1, √(1 - (k * μ) ^ 2) ≠ 0 := by
    intro μ hμ
    obtain ⟨h1, h2⟩ := abs_lt.1 (hb μ hμ)
    exact (Real.sqrt_pos.2 (by nlinarith)).ne'
  -- the antiderivative is quadratic in arcsin (k μ)
  have hd : ∀ μ ∈ uIcc (-1 : ℝ) 1, HasDerivAt
      (fun μ => (π / 2 * arcsin (k * μ) + arcsin (k * μ) ^ 2 / 2) / k)
      ((π / 2 + arcsin (k * μ)) / √(1 - (k * μ) ^ 2)) μ := by
    intro μ hμ
    obtain ⟨h1, h2⟩ := abs_lt.1 (hb μ hμ)
    have hA : HasDerivAt (fun μ => arcsin (k * μ)) (1 / √(1 - (k * μ) ^ 2) * (k * 1)) μ :=
      (Real.hasDerivAt_arcsin h1.ne' h2.ne).comp μ ((hasDerivAt_id' μ).const_mul k)
    refine (((hA.const_mul (π / 2)).fun_add ((hA.fun_pow 2).div_const 2)).div_const k).congr_deriv
      ?_
    generalize √(1 - (k * μ) ^ 2) = s
    rw [show 2 - 1 = 1 from rfl]
    push_cast
    linear_combination ((π / 2 + arcsin (k * μ)) / s) * mul_inv_cancel₀ h0
  have hc : ContinuousOn (fun μ => (π / 2 + arcsin (k * μ)) / √(1 - (k * μ) ^ 2))
      (uIcc (-1 : ℝ) 1) :=
    ContinuousOn.div
      (continuous_const.add
        (Real.continuous_arcsin.comp (continuous_const.mul continuous_id))).continuousOn
      (by fun_prop) hs
  rw [momentum_integral_eq_angular hk,
    intervalIntegral.integral_eq_sub_of_hasDerivAt hd hc.intervalIntegrable,
    mul_one, mul_neg_one, arcsin_neg]
  have := Real.pi_ne_zero
  field_simp
  ring
```

## Dispersion and rest energy

`energyShift_eq` reduces the prefactors to $\alpha/\pi$. In its proof, `e` carries out the cancellation of $q^2$ and `e'` simplifies the energy denominator.

```lean
/-- The second-order shift is `-α / π` times the integral over phonon wave numbers and angles. -/
theorem energyShift_eq (α k : ℝ) :
    energyShift α k = -(α * (1 / π * ∫ p in Icc (-1 : ℝ) 1 ×ˢ Ioi (0 : ℝ),
      1 / (1 + p.2 ^ 2 - 2 * k * p.2 * p.1))) := by
  rw [energyShift, ← mul_assoc, ← integral_const_mul]
  congr 1
  refine setIntegral_congr_fun (measurableSet_Icc.prod measurableSet_Ioi) fun p hp => ?_
  have hq : 0 < p.2 := hp.2
  -- the factor q ^ 2 of the volume element cancels the one in the coupling
  have e : 2 * π * p.2 ^ 2 / (2 * π) ^ 3 * couplingSq α p.2 = α * (1 / π) := by
    rw [couplingSq, div_mul_div_comm, mul_one_div, div_eq_div_iff (by positivity) (by positivity)]
    ring
  have e' : excitationEnergy k p.1 p.2 = 1 + p.2 ^ 2 - 2 * k * p.2 * p.1 := by
    rw [excitationEnergy]
    ring
  change 2 * π * p.2 ^ 2 / (2 * π) ^ 3 * couplingSq α p.2 / excitationEnergy k p.1 p.2 =
    α * (1 / π) * (1 / (1 + p.2 ^ 2 - 2 * k * p.2 * p.1))
  rw [e, e', mul_one_div (α * (1 / π))]
```

The dispersion follows by substitution. Its second term is the second-order electron–phonon self-energy of this model, evaluated at the unperturbed energy $k^2$. A numerical momentum integration of the self-energy at that energy can be checked against it.

```lean
/-- Second-order Froehlich polaron dispersion for `0 < |k| < 1`. -/
theorem polaron_dispersion (α : ℝ) {k : ℝ} (hk : |k| < 1) (h0 : k ≠ 0) :
    polaronEnergy α k = k ^ 2 - α * (arcsin k / k) := by
  rw [polaronEnergy, energyShift_eq, momentum_integral hk h0]
  ring
```

At $k=0$ the quotient is unavailable, so the rest energy is computed separately. The angular integrand is the constant $\pi/2$ on an interval of length $2$, which gives $-\alpha$ in agreement with the opening calculation.

```lean
/-- The second-order energy of the polaron at rest is `-α`. -/
theorem polaronEnergy_zero (α : ℝ) : polaronEnergy α 0 = -α := by
  have h : ∀ μ : ℝ, (π / 2 + arcsin (0 * μ)) / √(1 - (0 * μ) ^ 2) = π / 2 := by
    intro μ
    simp
  rw [polaronEnergy, energyShift_eq, momentum_integral_eq_angular (by simp)]
  simp_rw [h]
  rw [intervalIntegral.integral_const, smul_eq_mul]
  have := Real.pi_ne_zero
  field_simp
  ring
```

## Small momentum and the effective mass

In the limits below, `𝓝[≠] 0` means that $k$ approaches zero from either side without being equal to it. The first proof identifies $\arcsin(k)/k$ with the slope of $\arcsin$ from the origin, whose limit is the derivative there. The formula for the shift is needed only near zero, where $|k|<1$ holds.

```lean
/-- The second-order shift tends to `-α` as the momentum tends to zero. -/
theorem energyShift_tendsto (α : ℝ) : Tendsto (energyShift α) (𝓝[≠] 0) (𝓝 (-α)) := by
  have h := hasDerivAt_iff_tendsto_slope.1
    (Real.hasDerivAt_arcsin (x := 0) (by norm_num) (by norm_num))
  have e : slope arcsin 0 = fun k => arcsin k / k := by
    funext k
    simp [slope_def_field]
  rw [e, show 1 / √(1 - (0 : ℝ) ^ 2) = 1 by simp] at h
  have h' := (h.const_mul α).neg
  rw [mul_one] at h'
  refine h'.congr' ?_
  filter_upwards [self_mem_nhdsWithin, mem_nhdsWithin_of_mem_nhds
    (Ioo_mem_nhds (by norm_num : (-1 : ℝ) < 0) one_pos)] with k h0 h1
  rw [energyShift_eq, momentum_integral (abs_lt.2 h1) h0]
```

`arcsin_cubic` is the L'Hôpital step. The auxiliary identity `key` rewrites the quotient of derivatives as $1/(3s(1+s))$, and `hl` takes its limit.

```lean
/-- The cubic coefficient of `arcsin` at zero is `1 / 6`. -/
theorem arcsin_cubic : Tendsto (fun k : ℝ => (arcsin k - k) / k ^ 3) (𝓝[≠] 0) (𝓝 (1 / 6)) := by
  have hev : ∀ᶠ k in 𝓝[≠] (0 : ℝ), k ∈ Ioo (-1 : ℝ) 1 :=
    mem_nhdsWithin_of_mem_nhds (Ioo_mem_nhds (by norm_num) one_pos)
  have key : ∀ s k : ℝ, 0 < s → k ≠ 0 → s ^ 2 = 1 - k ^ 2 →
      (3 * s * (1 + s))⁻¹ = (1 / s - 1) / (3 * k ^ 2) := by
    intro s k hs hk h
    have h1 : 1 + s ≠ 0 := by positivity
    have e : 1 / s - 1 = k ^ 2 / (s * (1 + s)) := by
      rw [show k ^ 2 = (1 - s) * (1 + s) by linear_combination h]
      field_simp
    rw [e]
    field_simp
  have hs : Tendsto (fun k : ℝ => √(1 - k ^ 2)) (𝓝[≠] 0) (𝓝 1) :=
    (Continuous.tendsto' (by fun_prop) 0 1 (by simp)).mono_left nhdsWithin_le_nhds
  have hl := ((hs.const_mul 3).mul (hs.const_add 1)).inv₀ (by norm_num)
  rw [show ((3 : ℝ) * 1 * (1 + 1))⁻¹ = 1 / 6 by norm_num] at hl
  -- L'Hôpital's rule
  refine HasDerivAt.lhopital_zero_nhdsNE (f' := fun k => 1 / √(1 - k ^ 2) - 1)
    (g' := fun k => 3 * k ^ 2) ?_ ?_ ?_ ?_ ?_ (hl.congr' ?_)
  · filter_upwards [hev] with k hk
    exact (Real.hasDerivAt_arcsin hk.1.ne' hk.2.ne).fun_sub (hasDerivAt_id' k)
  · exact Eventually.of_forall fun k => by simpa using hasDerivAt_pow 3 k
  · filter_upwards [self_mem_nhdsWithin] with k hk
    exact mul_ne_zero (by norm_num) (pow_ne_zero 2 hk)
  · exact ((Real.continuous_arcsin.sub continuous_id).tendsto' 0 0 (by simp)).mono_left
      nhdsWithin_le_nhds
  · exact ((continuous_pow 3).tendsto' (0 : ℝ) 0 (by simp)).mono_left nhdsWithin_le_nhds
  · filter_upwards [hev, self_mem_nhdsWithin] with k hk h0
    have hp : 0 < 1 - k ^ 2 := by nlinarith [hk.1, hk.2]
    exact key _ k (Real.sqrt_pos.2 hp) h0 (Real.sq_sqrt hp.le)
```

The last theorem combines this limit with the dispersion and the rest energy. It concerns the quadratic coefficient of the second-order energy at fixed $\alpha$, not the effective mass of the full Fröhlich Hamiltonian.

```lean
/-- The coefficient of `k ^ 2` in the second-order polaron energy at small momentum
is `1 - α / 6`. -/
theorem inverse_effective_mass (α : ℝ) :
    Tendsto (fun k => (polaronEnergy α k - polaronEnergy α 0) / k ^ 2) (𝓝[≠] 0)
      (𝓝 (1 - α / 6)) := by
  have h := (arcsin_cubic.const_mul α).const_sub 1
  rw [mul_one_div] at h
  refine h.congr' ?_
  filter_upwards [self_mem_nhdsWithin, mem_nhdsWithin_of_mem_nhds
    (Ioo_mem_nhds (by norm_num : (-1 : ℝ) < 0) one_pos)] with k h0 h1
  have hk : k ≠ 0 := h0
  rw [polaron_dispersion α (abs_lt.2 h1) hk, polaronEnergy_zero]
  field_simp
  ring

end

end FroehlichPolaron
```

```lean
#print axioms FroehlichPolaron.polaronEnergy_zero
-- 'FroehlichPolaron.polaronEnergy_zero' depends on axioms: [propext, Classical.choice, Quot.sound]
#print axioms FroehlichPolaron.energyShift_tendsto
-- 'FroehlichPolaron.energyShift_tendsto' depends on axioms: [propext, Classical.choice, Quot.sound]
#print axioms FroehlichPolaron.inverse_effective_mass
-- 'FroehlichPolaron.inverse_effective_mass' depends on axioms: [propext, Classical.choice, Quot.sound]
```
